# Group averaging never raises a squared-error loss with invariant non-negative weights and invariant target

## Definitions and conventions

A finite group $G$ with $N=|G|$ elements acts on a data set $X$. The action $g\cdot x$ is `g • x`, with $(gh)\cdot x=g\cdot(h\cdot x)$, so $X$ contains every image of each of its points.

```lean
import Mathlib

open Finset

namespace SymmetrisedModels

noncomputable section
```

A function $f$ on $X$ is invariant if $f(g\cdot x)=f(x)$ for all $g$ and $x$.

```lean
/-- A function on the data set is invariant if it takes the same value on `x` and on every
transformed point `g • x`. -/
def IsInvariant (G : Type*) {X α : Type*} [Group G] [MulAction G X] (f : X → α) : Prop :=
  ∀ (g : G) (x : X), f (g • x) = f x
```

The group average of a real model $f$ is $\bar f(x)=\frac1N\sum_g f(g\cdot x)$.

```lean
/-- The group average of a scalar model: the mean of `f (g • x)` over all group elements. -/
def groupAverage (G : Type*) {X : Type*} [Group G] [Fintype G] [MulAction G X]
    (f : X → ℝ) (x : X) : ℝ :=
  (Fintype.card G : ℝ)⁻¹ * ∑ g : G, f (g • x)
```

For finite $X$, weights $w$ and target $y$, the loss is $L_y(f)=\sum_x w(x)\,(f(x)-y(x))^2$, with arguments in the order `loss w y f`.

```lean
/-- The weighted squared-error loss of the model `f` against the target `y`. -/
def loss {X : Type*} [Fintype X] (w y f : X → ℝ) : ℝ :=
  ∑ x, w x * (f x - y x) ^ 2
```

For outputs in a space $V$ on which $G$ also acts, $F$ is equivariant if $F(g\cdot x)=g\cdot F(x)$. Its average $\bar F(x)=\frac1N\sum_g g^{-1}\cdot F(g\cdot x)$ transforms each output back before summing, and its loss is $\sum_x w(x)\|F(x)-Y(x)\|^2$.

```lean
/-- A vector-valued function is equivariant if transforming the data point transforms the
output by the same group element. -/
def IsEquivariant (G : Type*) {X V : Type*} [Group G] [MulAction G X] [MulAction G V]
    (F : X → V) : Prop :=
  ∀ (g : G) (x : X), F (g • x) = g • F x

/-- The equivariant group average of a vector model: the mean over the group of the output at
`g • x` transformed back by `g⁻¹`. -/
def equivariantAverage (G : Type*) {X V : Type*} [Group G] [Fintype G] [MulAction G X]
    [AddCommGroup V] [Module ℝ V] [MulAction G V] (F : X → V) (x : X) : V :=
  (Fintype.card G : ℝ)⁻¹ • ∑ g : G, g⁻¹ • F (g • x)

/-- The weighted squared-norm loss of the vector model `F` against the target `Y`. -/
def vectorLoss {X V : Type*} [Fintype X] [NormedAddCommGroup V] (w : X → ℝ) (Y F : X → V) : ℝ :=
  ∑ x, w x * ‖F x - Y x‖ ^ 2
```

The examples use weights, a target and a model on ordered pairs of three atom labels, and a sign-valued target on $\{1,-1\}$.

```lean
/-- Weights on ordered pairs of three atom labels: 1 for equal labels, 2 otherwise. -/
def pairWeight (p : Fin 3 × Fin 3) : ℝ := if p.1 = p.2 then 1 else 2

/-- A target on ordered pairs of three atom labels: 0 for equal labels, 1 otherwise. -/
def pairTarget (p : Fin 3 × Fin 3) : ℝ := if p.1 = p.2 then 0 else 1

/-- A model on ordered pairs of labels: 1 if the first label is 0, and 0 otherwise. -/
def pairModel (p : Fin 3 × Fin 3) : ℝ := if p.1 = 0 then 1 else 0

/-- The target on the two-point data set `{1, -1}` that returns the sign as a real number. -/
def signTarget (x : ℤˣ) : ℝ := ((x : ℤ) : ℝ)
```

When an interatomic potential is fitted, the reference energy (the target) is invariant under relabelling identical atoms and the reference forces are equivariant, while the fitted model itself need not be; the results apply to such a fit for a finite group and a finite data set closed under it, so the continuous rotation group and errors at points outside the data are not covered. In the loss results (d)–(g) and (k) the symmetry of weights and target is a hypothesis and is not derived; (i) and the example in (e) show what can happen without it. Statements marked † are hand calculations with no Lean counterpart.

## (a) The average is invariant

**Task.** Show $\bar f(h\cdot x)=\bar f(x)$ for any $f$. Here and in (b), $X$ may be infinite.

**Solution.** $\bar f(h\cdot x)=\frac1N\sum_g f((gh)\cdot x)$, and $k=gh$ runs once through $G$ as $g$ does, so this is $\bar f(x)$. The substitution is `Equiv.mulRight h`.

```lean
variable {G X : Type*} [Group G] [Fintype G] [MulAction G X]

/-- The group average of any model is invariant. -/
theorem groupAverage_invariant (f : X → ℝ) : IsInvariant G (groupAverage G f) := by
  intro h x
  unfold groupAverage
  congr 1
  -- reindex the group sum by g ↦ g h
  exact Fintype.sum_equiv (Equiv.mulRight h) _ _ (fun g => by simp [mul_smul])
```

## (b) Fixed points of averaging

**Task.** Show that $\bar f=f$ exactly when $f$ is invariant.

**Solution.** If $\bar f=f$, then $f$ is invariant by (a). If $f$ is invariant, all $N$ terms equal $f(x)$ (`hx`), so $\bar f(x)=\frac1N\,N f(x)=f(x)$.

```lean
/-- A model equals its group average exactly when it is invariant. -/
theorem groupAverage_eq_self_iff (f : X → ℝ) : groupAverage G f = f ↔ IsInvariant G f := by
  constructor
  · intro h
    rw [← h]
    exact groupAverage_invariant (G := G) f
  · intro h
    funext x
    have hN : (Fintype.card G : ℝ) ≠ 0 := Nat.cast_ne_zero.mpr Fintype.card_ne_zero
    have hx : ∀ g : G, f (g • x) = f x := fun g => h g x
    simp only [groupAverage, hx, Finset.sum_const, Finset.card_univ, nsmul_eq_mul]
    rw [← mul_assoc, inv_mul_cancel₀ hN, one_mul]
```

## (c) Sums against an invariant function

**Task.** For finite $X$ and invariant $h$, show $\sum_x h\,\bar f=\sum_x h\,f$.

**Solution.** For fixed $g$ the map $x\mapsto g\cdot x$ permutes $X$, so
$$\sum_x h(x)f(g\cdot x)=\sum_x h(g\cdot x)f(g\cdot x)=\sum_x h(x)f(x).$$
This is `step`, with the permutation `MulAction.toPerm g`. Exchanging the sums (`Finset.sum_comm`),
$$\sum_x h(x)\bar f(x)=\sum_g\frac1N\sum_x h(x)f(g\cdot x)=N\cdot\frac1N\sum_x h(x)f(x).$$

```lean
variable [Fintype X]

/-- Summed over the data set against an invariant function `h`, a model and its group average
give the same value. -/
theorem sum_mul_groupAverage {h : X → ℝ} (hh : IsInvariant G h) (f : X → ℝ) :
    ∑ x, h x * groupAverage G f x = ∑ x, h x * f x := by
  have hN : (Fintype.card G : ℝ) ≠ 0 := Nat.cast_ne_zero.mpr Fintype.card_ne_zero
  -- each group element permutes the data set
  have step : ∀ g : G, ∑ x, h x * f (g • x) = ∑ x, h x * f x := fun g =>
    Fintype.sum_equiv (MulAction.toPerm g) _ _ (fun x => by
      show h x * f (g • x) = h (g • x) * f (g • x)
      rw [hh g x])
  calc ∑ x, h x * groupAverage G f x
      = ∑ x, ∑ g : G, (Fintype.card G : ℝ)⁻¹ * (h x * f (g • x)) := by
        refine Finset.sum_congr rfl fun x _ => ?_
        simp only [groupAverage, Finset.mul_sum]
        exact Finset.sum_congr rfl fun g _ => by ring
    _ = ∑ g : G, (Fintype.card G : ℝ)⁻¹ * ∑ x, h x * f (g • x) := by
        rw [Finset.sum_comm]
        simp only [Finset.mul_sum]
    _ = ∑ x, h x * f x := by
        simp only [step, Finset.sum_const, Finset.card_univ, nsmul_eq_mul]
        rw [← mul_assoc, mul_inv_cancel₀ hN, one_mul]
```

## (d) Decomposition of the loss

**Task.** For invariant $w$ of any sign and invariant $y$, show $L_y(f)=L_y(\bar f)+\sum_x w\,(f-\bar f)^2$. The last sum is `loss w (groupAverage G f) f`, the loss with $\bar f$ as target.

**Solution.** Write $f-y=(\bar f-y)+(f-\bar f)$ and expand, as in `hexp`:
$$L_y(f)=L_y(\bar f)+\sum_x w\,(f-\bar f)^2+2\Big(\sum_x h\,f-\sum_x h\,\bar f\Big),\qquad h=w\,(\bar f-y).$$
The function $h$ is invariant because $w$, $y$ and $\bar f$ are (`hinv`), so the bracket vanishes by (c) (`hc`).

```lean
/-- For invariant weights and target, the loss of a model is the loss of its group average plus
the weighted squared deviation of the model from its group average. -/
theorem loss_decomposition {w y : X → ℝ} (hw : IsInvariant G w) (hy : IsInvariant G y)
    (f : X → ℝ) :
    loss w y f = loss w y (groupAverage G f) + loss w (groupAverage G f) f := by
  have hinv : IsInvariant G (fun x => w x * (groupAverage G f x - y x)) := by
    intro g x
    show w (g • x) * (groupAverage G f (g • x) - y (g • x))
      = w x * (groupAverage G f x - y x)
    rw [hw g x, hy g x, groupAverage_invariant (G := G) f g x]
  -- the cross term vanishes
  have hc : ∑ x, w x * (groupAverage G f x - y x) * groupAverage G f x
      = ∑ x, w x * (groupAverage G f x - y x) * f x := sum_mul_groupAverage hinv f
  have hexp : loss w y f = loss w y (groupAverage G f) + loss w (groupAverage G f) f
      + 2 * (∑ x, w x * (groupAverage G f x - y x) * f x
        - ∑ x, w x * (groupAverage G f x - y x) * groupAverage G f x) := by
    unfold loss
    rw [← Finset.sum_sub_distrib, Finset.mul_sum, ← Finset.sum_add_distrib,
      ← Finset.sum_add_distrib]
    exact Finset.sum_congr rfl fun x _ => by ring
  linarith
```

## (e) The main inequality

**Task.** Let $w\ge0$ (`hw0`) and let $w$ and $y$ be invariant (`hw`, `hy`). Show for any $f$ that $\bar f$ is invariant and $L_y(\bar f)\le L_y(f)$.

**Solution.** Invariance is (a). Every term $w(f-\bar f)^2$ in (d) is non-negative (`hnn`), so dropping their sum gives the inequality. The invariance of $y$ is needed: on two swapped points with $w=1$ and $f=y=(0,1)$, the loss rises from $0$ to $\tfrac12$.†

```lean
/-- For invariant non-negative weights and an invariant target, the group average of any model
is invariant and its loss is no larger than that of the model. -/
theorem groupAverage_invariant_and_loss_le {w y : X → ℝ} (hw0 : ∀ x, 0 ≤ w x)
    (hw : IsInvariant G w) (hy : IsInvariant G y) (f : X → ℝ) :
    IsInvariant G (groupAverage G f) ∧ loss w y (groupAverage G f) ≤ loss w y f := by
  refine ⟨groupAverage_invariant (G := G) f, ?_⟩
  have hd := loss_decomposition hw hy f
  have hnn : 0 ≤ loss w (groupAverage G f) f :=
    Finset.sum_nonneg fun x _ => mul_nonneg (hw0 x) (sq_nonneg _)
  linarith
```

## (f) The equality case

**Task.** Under the hypotheses of (e), show that $L_y(\bar f)=L_y(f)$ exactly when $f(x)=\bar f(x)$ at every $x$ with $w(x)\ne0$.

**Solution.** By (d), equality means $\sum_x w(f-\bar f)^2=0$. A sum of non-negative terms vanishes exactly when each term does (`Finset.sum_eq_zero_iff_of_nonneg`), and a term vanishes exactly when $w(x)=0$ or $f(x)=\bar f(x)$. These two steps make up `hz`.

```lean
/-- For invariant non-negative weights and an invariant target, averaging leaves the loss
unchanged exactly when the model equals its average at every point of nonzero weight. -/
theorem loss_groupAverage_eq_iff {w y : X → ℝ} (hw0 : ∀ x, 0 ≤ w x)
    (hw : IsInvariant G w) (hy : IsInvariant G y) (f : X → ℝ) :
    loss w y (groupAverage G f) = loss w y f ↔ ∀ x, w x ≠ 0 → f x = groupAverage G f x := by
  have hd := loss_decomposition hw hy f
  have hnn : ∀ x ∈ (Finset.univ : Finset X), 0 ≤ w x * (f x - groupAverage G f x) ^ 2 :=
    fun x _ => mul_nonneg (hw0 x) (sq_nonneg _)
  -- the deviation term vanishes only if each of its summands does
  have hz : loss w (groupAverage G f) f = 0 ↔ ∀ x, w x ≠ 0 → f x = groupAverage G f x := by
    unfold loss
    rw [Finset.sum_eq_zero_iff_of_nonneg hnn]
    constructor
    · intro h x hx
      have h0 : w x * (f x - groupAverage G f x) ^ 2 = 0 := h x (Finset.mem_univ x)
      rcases mul_eq_zero.mp h0 with h1 | h1
      · exact absurd h1 hx
      · exact sub_eq_zero.mp ((pow_eq_zero_iff two_ne_zero).mp h1)
    · intro h x _
      show w x * (f x - groupAverage G f x) ^ 2 = 0
      by_cases hx : w x = 0
      · rw [hx, zero_mul]
      · rw [sub_eq_zero.mpr (h x hx)]
        simp
  rw [← hz]
  constructor <;> intro h <;> linarith
```

## (g) Strict improvement

**Task.** Let $w>0$ everywhere, $w$ and $y$ invariant, $f$ not invariant. Show $L_y(\bar f)<L_y(f)$.

**Solution.** Part (e) gives $\le$ (`hle`). Equality would give $f=\bar f$ at every point by (f) (`hpt`), and then $f$ would be invariant by (b).

```lean
/-- For invariant positive weights and an invariant target, averaging a model that is not
invariant strictly lowers the loss. -/
theorem loss_groupAverage_lt {w y : X → ℝ} (hw0 : ∀ x, 0 < w x)
    (hw : IsInvariant G w) (hy : IsInvariant G y) {f : X → ℝ} (hf : ¬ IsInvariant G f) :
    loss w y (groupAverage G f) < loss w y f := by
  have hle := (groupAverage_invariant_and_loss_le (fun x => (hw0 x).le) hw hy f).2
  refine lt_of_le_of_ne hle fun h => hf ?_
  have hpt := (loss_groupAverage_eq_iff (fun x => (hw0 x).le) hw hy f).mp h
  exact (groupAverage_eq_self_iff (G := G) f).mp (funext fun x => (hpt x (hw0 x).ne').symm)
```

## (h) Three relabelled atoms

**Task.** Let the permutations of three labels, `Equiv.Perm (Fin 3)`, act on ordered pairs by $g\cdot(i,j)=(g(i),g(j))$. Check the hypotheses of (g) for `pairWeight`, `pairTarget` and `pairModel`, and conclude.

**Solution.** The weight is $1$ or $2$. Weight and target depend only on whether $i=j$, and $g(i)=g(j)$ exactly when $i=j$ (`g.injective.eq_iff`). The swap of $0$ and $1$ sends $(0,0)$ to $(1,1)$, where the model takes the value $0$ instead of $1$, so it is not invariant and (g) applies. Explicitly $\bar f=\tfrac13$, and the loss falls from $9$ to $\tfrac{17}{3}$.†

```lean
/-- Under relabelling of three atoms acting on ordered pairs, `pairWeight` is positive and
invariant, `pairTarget` is invariant, `pairModel` is not, and averaging strictly lowers its loss. -/
theorem invariant_witness :
    (∀ p, 0 < pairWeight p) ∧ IsInvariant (Equiv.Perm (Fin 3)) pairWeight ∧
      IsInvariant (Equiv.Perm (Fin 3)) pairTarget ∧
      ¬ IsInvariant (Equiv.Perm (Fin 3)) pairModel ∧
      loss pairWeight pairTarget (groupAverage (Equiv.Perm (Fin 3)) pairModel)
        < loss pairWeight pairTarget pairModel := by
  have h0 : ∀ p, 0 < pairWeight p := by
    intro p
    unfold pairWeight
    split_ifs <;> norm_num
  have hw : IsInvariant (Equiv.Perm (Fin 3)) pairWeight := by
    intro g p
    show (if g p.1 = g p.2 then (1 : ℝ) else 2) = if p.1 = p.2 then 1 else 2
    exact if_congr g.injective.eq_iff rfl rfl
  have hy : IsInvariant (Equiv.Perm (Fin 3)) pairTarget := by
    intro g p
    show (if g p.1 = g p.2 then (0 : ℝ) else 1) = if p.1 = p.2 then 0 else 1
    exact if_congr g.injective.eq_iff rfl rfl
  have hf : ¬ IsInvariant (Equiv.Perm (Fin 3)) pairModel := by
    intro h
    have e : (Equiv.swap (0 : Fin 3) 1) • ((0, 0) : Fin 3 × Fin 3) = (1, 1) :=
      Prod.ext (Equiv.swap_apply_left (0 : Fin 3) 1) (Equiv.swap_apply_left (0 : Fin 3) 1)
    have h1 : pairModel ((Equiv.swap (0 : Fin 3) 1) • ((0, 0) : Fin 3 × Fin 3))
        = pairModel (0, 0) := h _ _
    rw [e] at h1
    simp [pairModel] at h1
  exact ⟨h0, hw, hy, hf, loss_groupAverage_lt h0 hw hy hf⟩
```

## (i) Weights that are not invariant

**Task.** On two points permuted by `Equiv.Perm (Fin 2)`, take $w=(1,0)$, $y=0$ and $f=(0,1)$. Show $L_y(f)<L_y(\bar f)$.

**Solution.** Only point $0$ has weight, so $L_y(f)=f(0)^2=0$ (`h1`) and $L_y(\bar f)=\bar f(0)^2$ (`h2`). The terms of $\bar f(0)$ are non-negative and the swap contributes $f(1)=1$, so $\bar f(0)>0$ (`hpos`); its value is $\tfrac12$.†

```lean
/-- On two points permuted by the group, with non-negative weights `(1, 0)` and the invariant
target zero, the model `(0, 1)` has a strictly smaller loss than its group average. -/
theorem loss_can_increase_for_noninvariant_weights :
    (∀ x, 0 ≤ (![1, 0] : Fin 2 → ℝ) x) ∧
      IsInvariant (Equiv.Perm (Fin 2)) (fun _ : Fin 2 => (0 : ℝ)) ∧
      loss (![1, 0] : Fin 2 → ℝ) (fun _ => 0) ![0, 1]
        < loss (![1, 0] : Fin 2 → ℝ) (fun _ => 0)
            (groupAverage (Equiv.Perm (Fin 2)) (![0, 1] : Fin 2 → ℝ)) := by
  refine ⟨fun x => by fin_cases x <;> simp, fun _ _ => rfl, ?_⟩
  have hnn : ∀ i, 0 ≤ (![0, 1] : Fin 2 → ℝ) i := fun i => by fin_cases i <;> simp
  -- the swap brings the error of the unweighted point onto the weighted one
  have hpos : 0 < groupAverage (Equiv.Perm (Fin 2)) (![0, 1] : Fin 2 → ℝ) 0 := by
    unfold groupAverage
    refine mul_pos (inv_pos.mpr (Nat.cast_pos.mpr Fintype.card_pos)) ?_
    refine Finset.sum_pos' (fun g _ => hnn _) ⟨Equiv.swap 0 1, Finset.mem_univ _, ?_⟩
    simp [Equiv.Perm.smul_def]
  have h1 : loss (![1, 0] : Fin 2 → ℝ) (fun _ => 0) ![0, 1] = 0 := by
    simp [loss, Fin.sum_univ_two]
  have h2 : loss (![1, 0] : Fin 2 → ℝ) (fun _ => 0)
      (groupAverage (Equiv.Perm (Fin 2)) (![0, 1] : Fin 2 → ℝ))
      = (groupAverage (Equiv.Perm (Fin 2)) (![0, 1] : Fin 2 → ℝ) 0) ^ 2 := by
    simp [loss, Fin.sum_univ_two]
  rw [h1, h2]
  exact pow_pos hpos 2
```

## (j) The vector average is equivariant

**Task.** Let $V$ be a real normed space of any dimension on which $G$ acts linearly: `DistribMulAction G V` gives additivity and `SMulCommClass G ℝ V` commutation with real scalars. Show $\bar F(h\cdot x)=h\cdot\bar F(x)$; $X$ may again be infinite.

**Solution.** With $k=gh$, $g^{-1}=hk^{-1}$, so
$$\bar F(h\cdot x)=\frac1N\sum_k h\cdot\big(k^{-1}\cdot F(k\cdot x)\big)=h\cdot\bar F(x).$$
Linearity moves $h$ past the factor $1/N$ (`smul_comm`) and the sum (`Finset.smul_sum`).

```lean
variable {V : Type*} [NormedAddCommGroup V] [NormedSpace ℝ V] [DistribMulAction G V]
  [SMulCommClass G ℝ V]

omit [Fintype X] in
/-- For a linear action of the group on the output space, the equivariant group average of any
vector model is equivariant. -/
theorem equivariantAverage_equivariant (F : X → V) :
    IsEquivariant G (equivariantAverage G F) := by
  intro h x
  unfold equivariantAverage
  rw [smul_comm h ((Fintype.card G : ℝ)⁻¹)]
  congr 1
  rw [Finset.smul_sum]
  -- reindex the group sum by g ↦ g h
  refine Fintype.sum_equiv (Equiv.mulRight h) _ _ (fun g => ?_)
  show g⁻¹ • F (g • h • x) = h • (g * h)⁻¹ • F ((g * h) • x)
  rw [mul_smul, mul_inv_rev, mul_smul, smul_inv_smul]
```

## (k) The vector inequality

**Task.** Assume also $\|g\cdot v\|=\|v\|$ (`hiso`), $w\ge0$ invariant and $Y$ equivariant (`hY`). Show that $\bar F$ is equivariant and $\sum_x w\|\bar F-Y\|^2\le\sum_x w\|F-Y\|^2$.

**Solution.** Equivariance is (j). Put $E=F-Y$. Since $g^{-1}\cdot Y(g\cdot x)=Y(x)$ (`hY'`), linearity gives `e`:
$$\bar F(x)-Y(x)=\frac1N\sum_g g^{-1}\cdot E(g\cdot x).$$
The triangle inequality with norm preservation (`hn`), then Cauchy–Schwarz against the constant $1$ (`cs`), give
$$\|\bar F(x)-Y(x)\|^2\le\frac1{N^2}\Big(\sum_g\|E(g\cdot x)\|\Big)^2\le\frac1N\sum_g\|E(g\cdot x)\|^2 .$$
The right side is the group average of the scalar function $\|E\|^2$ (`hpt`). Multiply by $w(x)\ge0$, sum over $x$, and apply (c) with $h=w$.

The norm need not come from an inner product, and no decomposition or equality case is stated for vectors. Norm preservation is needed: let the swap of two points act on Euclidean $\mathbb R^2$ by $(a,b)\mapsto(2b,a/2)$, with $w=1$, $Y=0$ and $F$ taking the values $(0,0)$ and $(0,1)$. Then $\bar F$ takes the values $(1,0)$ and $(0,\tfrac12)$, and the loss rises from $1$ to $\tfrac54$.†

```lean
/-- For a linear norm-preserving action on the output space, invariant non-negative weights and
an equivariant target, the equivariant average of any vector model is equivariant and its loss
is no larger than that of the model. -/
theorem equivariantAverage_equivariant_and_loss_le
    (hiso : ∀ (g : G) (v : V), ‖g • v‖ = ‖v‖) {w : X → ℝ} (hw0 : ∀ x, 0 ≤ w x)
    (hw : IsInvariant G w) {Y : X → V} (hY : IsEquivariant G Y) (F : X → V) :
    IsEquivariant G (equivariantAverage G F) ∧
      vectorLoss w Y (equivariantAverage G F) ≤ vectorLoss w Y F := by
  refine ⟨equivariantAverage_equivariant (G := G) F, ?_⟩
  have hN : (0 : ℝ) < (Fintype.card G : ℝ) := Nat.cast_pos.mpr Fintype.card_pos
  have halg : ∀ Q : ℝ, ((Fintype.card G : ℝ)⁻¹) ^ 2 * ((Fintype.card G : ℝ) * Q)
      = (Fintype.card G : ℝ)⁻¹ * Q := fun Q => by
    rw [pow_two, mul_assoc, inv_mul_cancel_left₀ hN.ne']
  -- pointwise: the squared error of the average is at most the average squared error
  have hpt : ∀ x, ‖equivariantAverage G F x - Y x‖ ^ 2
      ≤ groupAverage G (fun z => ‖F z - Y z‖ ^ 2) x := by
    intro x
    have hY' : ∀ g : G, g⁻¹ • Y (g • x) = Y x := fun g => by rw [hY g x, inv_smul_smul]
    have e : equivariantAverage G F x - Y x
        = (Fintype.card G : ℝ)⁻¹ • ∑ g : G, g⁻¹ • (F (g • x) - Y (g • x)) := by
      simp only [equivariantAverage, smul_sub, hY', Finset.sum_sub_distrib, Finset.sum_const,
        Finset.card_univ]
      rw [← Nat.cast_smul_eq_nsmul ℝ, inv_smul_smul₀ hN.ne']
    -- triangle inequality and norm preservation
    have hn : ‖equivariantAverage G F x - Y x‖
        ≤ (Fintype.card G : ℝ)⁻¹ * ∑ g : G, ‖F (g • x) - Y (g • x)‖ := by
      rw [e, norm_smul, Real.norm_of_nonneg (inv_nonneg.mpr hN.le)]
      refine mul_le_mul_of_nonneg_left ((norm_sum_le _ _).trans (le_of_eq ?_))
        (inv_nonneg.mpr hN.le)
      exact Finset.sum_congr rfl fun g _ => hiso _ _
    -- Cauchy-Schwarz over the group
    have cs : (∑ g : G, ‖F (g • x) - Y (g • x)‖) ^ 2
        ≤ (Fintype.card G : ℝ) * ∑ g : G, ‖F (g • x) - Y (g • x)‖ ^ 2 := by
      have h := Finset.sum_mul_sq_le_sq_mul_sq Finset.univ (fun _ : G => (1 : ℝ))
        (fun g : G => ‖F (g • x) - Y (g • x)‖)
      simpa using h
    calc ‖equivariantAverage G F x - Y x‖ ^ 2
        ≤ ((Fintype.card G : ℝ)⁻¹ * ∑ g : G, ‖F (g • x) - Y (g • x)‖) ^ 2 :=
          pow_le_pow_left₀ (norm_nonneg _) hn 2
      _ = ((Fintype.card G : ℝ)⁻¹) ^ 2 * (∑ g : G, ‖F (g • x) - Y (g • x)‖) ^ 2 :=
          mul_pow _ _ _
      _ ≤ ((Fintype.card G : ℝ)⁻¹) ^ 2
            * ((Fintype.card G : ℝ) * ∑ g : G, ‖F (g • x) - Y (g • x)‖ ^ 2) :=
          mul_le_mul_of_nonneg_left cs (sq_nonneg _)
      _ = (Fintype.card G : ℝ)⁻¹ * ∑ g : G, ‖F (g • x) - Y (g • x)‖ ^ 2 := halg _
      _ = groupAverage G (fun z => ‖F z - Y z‖ ^ 2) x := rfl
  unfold vectorLoss
  calc ∑ x, w x * ‖equivariantAverage G F x - Y x‖ ^ 2
      ≤ ∑ x, w x * groupAverage G (fun z => ‖F z - Y z‖ ^ 2) x :=
        Finset.sum_le_sum fun x _ => mul_le_mul_of_nonneg_left (hpt x) (hw0 x)
    _ = ∑ x, w x * ‖F x - Y x‖ ^ 2 := sum_mul_groupAverage hw (fun z => ‖F z - Y z‖ ^ 2)
```

## (l) The sign group

**Task.** Let $\{1,-1\}$, written `ℤˣ`, act by multiplication on itself as data set and on $\mathbb R$. Show that the action on $\mathbb R$ preserves the norm and that $Y(x)=x$ is equivariant but not invariant.

**Solution.** For $g=\pm1$, $|gv|=|v|$, and $Y(gx)=gx=g\,Y(x)$. Invariance together with equivariance would give $(-1)\,Y(1)=Y(-1)=Y(1)$ (`h1`), that is $-1=1$. So `hiso` and `hY` of (k) are met by a target that (e) does not admit.

```lean
/-- The sign group `{1, -1}` acts on the real line preserving the norm, and `signTarget` is
equivariant but not invariant. -/
theorem equivariant_witness :
    (∀ (g : ℤˣ) (v : ℝ), ‖g • v‖ = ‖v‖) ∧ IsEquivariant ℤˣ signTarget ∧
      ¬ IsInvariant ℤˣ signTarget := by
  have hY : IsEquivariant ℤˣ signTarget := by
    intro g x
    show (((g : ℤ) * (x : ℤ) : ℤ) : ℝ) = (g : ℤ) • ((x : ℤ) : ℝ)
    rw [zsmul_eq_mul, Int.cast_mul]
  refine ⟨fun g v => ?_, hY, fun h => ?_⟩
  · rcases Int.units_eq_one_or g with rfl | rfl <;> simp [Units.smul_def]
  · have h1 : (-1 : ℤˣ) • signTarget 1 = signTarget 1 := (hY (-1) 1).symm.trans (h (-1) 1)
    norm_num [signTarget, Units.smul_def] at h1

end

end SymmetrisedModels
```

```lean
#print axioms SymmetrisedModels.groupAverage_invariant_and_loss_le
#print axioms SymmetrisedModels.loss_groupAverage_lt
#print axioms SymmetrisedModels.loss_can_increase_for_noninvariant_weights
#print axioms SymmetrisedModels.equivariantAverage_equivariant_and_loss_le
```

```
'SymmetrisedModels.groupAverage_invariant_and_loss_le' depends on axioms: [propext, Classical.choice, Quot.sound]
'SymmetrisedModels.loss_groupAverage_lt' depends on axioms: [propext, Classical.choice, Quot.sound]
'SymmetrisedModels.loss_can_increase_for_noninvariant_weights' depends on axioms: [propext, Classical.choice, Quot.sound]
'SymmetrisedModels.equivariantAverage_equivariant_and_loss_le' depends on axioms: [propext, Classical.choice, Quot.sound]
```
